# Agreement of the PAW and ultrasoft forms of a Hermitian operator in a finite basis

## Partial waves, projectors and the two operator forms

States are coefficient vectors in a finite orthonormal basis indexed by `n`; partial waves are indexed by `m`. The complex $n\times m$ matrices $B$, $\Phi$ and $\Psi$ hold in their columns the projectors, the smooth partial waves and the all-electron partial waves. A superscript $H$ (Lean's `ᴴ`) is the conjugate transpose, and $\Delta=\Psi-\Phi$.

```lean
import Mathlib

open Matrix

namespace UltrasoftPAW

noncomputable section

variable {n m k l : Type*} [Fintype n] [DecidableEq n] [Fintype m]
```

The PAW map takes a smooth state to an all-electron one, $T=1+\Delta B^H$.

```lean
/-- The PAW map `T = 1 + (Ψ - Φ) Bᴴ`, which replaces smooth partial waves `Φ` by all-electron
partial waves `Ψ` with the amplitudes read off by the projectors `B`. -/
def pawMap (B Φ Ψ : Matrix n m ℂ) : Matrix n n ℂ := 1 + (Ψ - Φ) * Bᴴ
```

The operator $P=\Phi B^H$, called `waveProj`, sends a smooth state to its partial-wave expansion.

```lean
/-- The operator `P = Φ Bᴴ` that sends a smooth state to its partial-wave expansion. -/
def waveProj (B Φ : Matrix n m ℂ) : Matrix n n ℂ := Φ * Bᴴ
```

An operator $A$ has the PAW transform $T^HAT$ and the ultrasoft form $U(A)=A+B(\Psi^HA\Psi-\Phi^HA\Phi)B^H$. The names only tell the two expressions apart: PAW calculations, too, normally use the second one for the overlap and for local operators. Here the PAW form always means the full product $T^HAT$.

```lean
/-- The ultrasoft form of an operator `A`: the operator itself plus a nonlocal term whose
coefficients are the differences of its all-electron and smooth partial-wave matrix elements. -/
def ultrasoft (A : Matrix n n ℂ) (B Φ Ψ : Matrix n m ℂ) : Matrix n n ℂ :=
  A + B * (Ψᴴ * A * Ψ - Φᴴ * A * Φ) * Bᴴ
```

The ultrasoft overlap is $S=1+B(\Psi^H\Psi-\Phi^H\Phi)B^H$.

```lean
/-- The ultrasoft overlap operator `S = 1 + B (Ψᴴ Ψ - Φᴴ Φ) Bᴴ`. -/
def overlap (B Φ Ψ : Matrix n m ℂ) : Matrix n n ℂ :=
  1 + B * (Ψᴴ * Ψ - Φᴴ * Φ) * Bᴴ
```

Some parts assume duality, $B^H\Phi=1$ (`hB`): each projector reads amplitude one from its own smooth partial wave and zero from the others. PAW data sets are built to satisfy this; here it is a hypothesis. The model has no augmentation spheres, no locality of $A$ and no self-consistency.

## (a) The gap as two cross terms

**Task.** For any square $A$, with neither duality nor hermiticity, show that
$$T^HAT-U(A)=B\Delta^HA(1-P)+(1-P)^HA\Delta B^H.$$

**Solution.** Expanding the transform gives
$$T^HAT=A+B\Delta^HA+A\Delta B^H+B\Delta^HA\Delta B^H.$$
Inserting $\Psi=\Phi+\Delta$ in the ultrasoft coefficients gives
$$\Psi^HA\Psi-\Phi^HA\Phi=\Delta^HA\Delta+\Delta^HA\Phi+\Phi^HA\Delta.$$
Subtraction cancels the terms quadratic in $\Delta$ and leaves
$$B\Delta^HA-B\Delta^HA\Phi B^H+A\Delta B^H-B\Phi^HA\Delta B^H.$$
With $\Phi B^H=P$ and $B\Phi^H=P^H$, the first pair and the second pair factor into the two cross terms.

In Lean, `simp only` multiplies everything out and `abel` cancels the summands.

```lean
/-- The PAW transform of an operator differs from its ultrasoft form by two cross terms between
the partial-wave difference `Ψ - Φ` and the unexpanded part `1 - P`. -/
theorem paw_sub_ultrasoft (A : Matrix n n ℂ) (B Φ Ψ : Matrix n m ℂ) :
    (pawMap B Φ Ψ)ᴴ * A * pawMap B Φ Ψ - ultrasoft A B Φ Ψ =
      B * (Ψ - Φ)ᴴ * A * (1 - waveProj B Φ) +
        (1 - waveProj B Φ)ᴴ * A * (Ψ - Φ) * Bᴴ := by
  simp only [pawMap, ultrasoft, waveProj, conjTranspose_add, conjTranspose_sub,
    conjTranspose_mul, conjTranspose_one, conjTranspose_conjTranspose, Matrix.mul_add,
    Matrix.add_mul, Matrix.mul_sub, Matrix.sub_mul, Matrix.mul_one, Matrix.one_mul,
    Matrix.mul_assoc]
  abel
```

## (b) The criterion for one Hermitian operator

**Task.** Let $B^H\Phi=1$ and $A^H=A$. Show that
$$T^HAT=U(A)\iff(1-P)^HA\Delta=0.$$

**Solution.** Suppose the gap in (a) vanishes, and multiply it by $\Phi$ from the right. Duality gives $(1-P)\Phi=\Phi-\Phi(B^H\Phi)=0$, which removes the first term, and $B^H\Phi=1$ turns the second into $(1-P)^HA\Delta$. Hence this is zero.

Conversely, the adjoint of $(1-P)^HA\Delta=0$ is $\Delta^HA(1-P)=0$, because $A^H=A$. Both cross terms then vanish.

Each hypothesis serves one direction:

- Without duality, take $1\times1$ matrices $B=0$, $\Phi=1$, $\Psi=2$, $A=1$. Both forms equal $1$, yet $(1-P)^HA\Delta=1$.
- Without hermiticity, take $B=\Phi=(1,0)^T$, $\Psi=(2,0)^T$ and let $A$ have a single nonzero entry $A_{12}=1$. Then $A\Delta=0$, but $T^HAT=2A$ while $U(A)=A$.

The Lean proof has the same two halves: `hP` is $(1-P)\Phi=0$, and `h'` is the adjoint condition.

```lean
/-- For projectors dual to the smooth partial waves and a Hermitian operator `A`, the PAW and
ultrasoft forms of `A` coincide exactly when `(1 - P)ᴴ A (Ψ - Φ) = 0`. -/
theorem paw_eq_ultrasoft_iff [DecidableEq m] {A : Matrix n n ℂ} {B Φ Ψ : Matrix n m ℂ}
    (hB : Bᴴ * Φ = 1) (hA : A.IsHermitian) :
    (pawMap B Φ Ψ)ᴴ * A * pawMap B Φ Ψ = ultrasoft A B Φ Ψ ↔
      (1 - waveProj B Φ)ᴴ * A * (Ψ - Φ) = 0 := by
  rw [← sub_eq_zero, paw_sub_ultrasoft]
  constructor
  · intro h
    -- the smooth partial waves are reproduced by their own expansion
    have hP : (1 - waveProj B Φ) * Φ = 0 := by
      rw [waveProj, Matrix.sub_mul, Matrix.one_mul, Matrix.mul_assoc, hB, Matrix.mul_one,
        sub_self]
    -- acting on them isolates one cross term
    have h2 := congrArg (fun M => M * Φ) h
    simp only [Matrix.add_mul, Matrix.mul_assoc, hP, hB, Matrix.mul_zero, Matrix.mul_one,
      zero_add, Matrix.zero_mul] at h2
    rw [Matrix.mul_assoc]
    exact h2
  · intro h
    -- the other cross term is the adjoint
    have h' : (Ψ - Φ)ᴴ * A * (1 - waveProj B Φ) = 0 := by
      have h3 := congrArg conjTranspose h
      simpa only [conjTranspose_mul, conjTranspose_conjTranspose, hA.eq, conjTranspose_zero,
        Matrix.mul_assoc] using h3
    rw [h, Matrix.zero_mul, add_zero, Matrix.mul_assoc, Matrix.mul_assoc,
      ← Matrix.mul_assoc (Ψ - Φ)ᴴ, h', Matrix.mul_zero]
```

## (c) The overlap

**Task.** Under duality, show that
$$T^HT=S\iff(1-P)^H\Delta=0.$$

**Solution.** Put $A=1$ in (b); it is Hermitian, and $U(1)=S$. The condition reads $\Delta=B\Phi^H\Delta$, so it places every column of $\Delta$ in the span of the projectors.

The adjoint on $1-P$ matters, since $P$ need not be Hermitian. For $B=(1,0)^T$, $\Phi=(1,1)^T$ and $\Delta=(1,0)^T$ one finds $(1-P)^H\Delta=0$ but $(1-P)\Delta=(0,-1)^T$. Writing the criterion without the adjoint would give the wrong answer here.

The overlap $S$ enters the generalised eigenvalue problem of ultrasoft and PAW calculations; in this finite linear model, the criterion says when it reproduces the all-electron inner product of the mapped states exactly.

Lean specialises (b) and simplifies the products with the identity.

```lean
/-- For projectors dual to the smooth partial waves, the PAW overlap `Tᴴ T` equals the ultrasoft
overlap `S` exactly when `(1 - P)ᴴ (Ψ - Φ) = 0`. -/
theorem paw_overlap_iff [DecidableEq m] {B Φ Ψ : Matrix n m ℂ} (hB : Bᴴ * Φ = 1) :
    (pawMap B Φ Ψ)ᴴ * pawMap B Φ Ψ = overlap B Φ Ψ ↔
      (1 - waveProj B Φ)ᴴ * (Ψ - Φ) = 0 := by
  have h := paw_eq_ultrasoft_iff (Ψ := Ψ) hB (isHermitian_one (n := n) (α := ℂ))
  simpa only [ultrasoft, overlap, Matrix.mul_one] using h
```

## (d) Matrix elements between fully expanded states

**Task.** Let the columns of $X$ and $Y$ be smooth states with $PX=X$ and $PY=Y$. For any $A$, show that
$$X^H\,T^HAT\,Y=X^H\,U(A)\,Y.$$

**Solution.** Sandwich the gap from (a) between $X^H$ and $Y$. The first cross term ends in $(1-P)Y=0$, and the second begins with $X^H(1-P)^H=((1-P)X)^H=0$. Neither duality nor hermiticity is used.

These two zeros are `hy` and `hx`; the `calc` block regroups the products so that they appear.

```lean
/-- Between smooth states (the columns of `X` and `Y`) that are reproduced by their partial-wave
expansion, the PAW and ultrasoft forms of any operator have the same matrix elements. -/
theorem matrix_elements_eq (A : Matrix n n ℂ) (B Φ Ψ : Matrix n m ℂ)
    {X : Matrix n k ℂ} {Y : Matrix n l ℂ}
    (hX : waveProj B Φ * X = X) (hY : waveProj B Φ * Y = Y) :
    Xᴴ * ((pawMap B Φ Ψ)ᴴ * A * pawMap B Φ Ψ) * Y = Xᴴ * ultrasoft A B Φ Ψ * Y := by
  have hy : (1 - waveProj B Φ) * Y = 0 := by
    rw [Matrix.sub_mul, Matrix.one_mul, hY, sub_self]
  have hx : Xᴴ * (1 - waveProj B Φ)ᴴ = 0 := by
    rw [← conjTranspose_mul, Matrix.sub_mul, Matrix.one_mul, hX, sub_self, conjTranspose_zero]
  rw [← sub_eq_zero, ← Matrix.sub_mul, ← Matrix.mul_sub, paw_sub_ultrasoft]
  -- each cross term meets a state with no unexpanded part
  calc Xᴴ * (B * (Ψ - Φ)ᴴ * A * (1 - waveProj B Φ) +
        (1 - waveProj B Φ)ᴴ * A * (Ψ - Φ) * Bᴴ) * Y
      = Xᴴ * B * (Ψ - Φ)ᴴ * A * ((1 - waveProj B Φ) * Y) +
        (Xᴴ * (1 - waveProj B Φ)ᴴ) * A * (Ψ - Φ) * Bᴴ * Y := by
        simp only [Matrix.mul_add, Matrix.add_mul, Matrix.mul_assoc]
    _ = 0 := by
        rw [hy, hx]
        simp only [Matrix.mul_zero, Matrix.zero_mul, add_zero]
```

## (e) Agreement for all Hermitian operators

**Task.** Under duality, show that
$$\bigl(T^HAT=U(A)\ \text{for every Hermitian }A\bigr)\iff P=1\ \text{or}\ \Psi=\Phi.$$

**Solution.** If $P=1$ or $\Delta=0$, the condition in (b) holds for every $A$.

For the other direction, suppose $\Delta\neq0$, choose an entry $\Delta_{bj}\neq0$, and write $Q=(1-P)^H$. Let $E_{ac}$ be the matrix with a single one at $(a,c)$. The Hermitian choice $A=E_{ac}+E_{ca}$ in (b) gives, at entry $(i,j)$,
$$Q_{ia}\Delta_{cj}+Q_{ic}\Delta_{aj}=0.$$
Suppose $Q_{ia}\neq0$. Setting $c=a$ gives $2Q_{ia}\Delta_{aj}=0$, so $\Delta_{aj}=0$. Setting $c=b$ then leaves $Q_{ia}\Delta_{bj}=0$, a contradiction. Thus $Q=0$ and $P=1$.

Together with duality, $P=1$ requires as many partial waves as basis functions. A shorter expansion can still give agreement for particular operators.

In Lean, `entry` computes the matrix element and `key` is the displayed relation.

```lean
/-- For projectors dual to the smooth partial waves, the PAW and ultrasoft forms coincide for every
Hermitian operator exactly when the partial-wave expansion is complete or the two sets of partial
waves are equal. -/
theorem all_observables_iff [DecidableEq m] {B Φ Ψ : Matrix n m ℂ} (hB : Bᴴ * Φ = 1) :
    (∀ A : Matrix n n ℂ, A.IsHermitian →
      (pawMap B Φ Ψ)ᴴ * A * pawMap B Φ Ψ = ultrasoft A B Φ Ψ) ↔
      waveProj B Φ = 1 ∨ Ψ = Φ := by
  constructor
  · intro h
    by_cases hD : Ψ = Φ
    · exact Or.inr hD
    left
    obtain ⟨b, j, hbj⟩ : ∃ b j, (Ψ - Φ) b j ≠ 0 := by
      by_contra hc
      exact hD (sub_eq_zero.mp (by
        ext b j
        by_contra h0
        exact hc ⟨b, j, h0⟩))
    have entry : ∀ (Q : Matrix n n ℂ) (D : Matrix n m ℂ) (i a c : n),
        (Q * Matrix.single a c (1 : ℂ) * D) i j = Q i a * D c j := by
      intro Q D i a c
      simp [Matrix.mul_apply, Matrix.single, ite_and]
    have hQ : (1 - waveProj B Φ)ᴴ = 0 := by
      ext i a
      -- test on the Hermitian matrix units built from a and c
      have key : ∀ c, (1 - waveProj B Φ)ᴴ i a * (Ψ - Φ) c j +
          (1 - waveProj B Φ)ᴴ i c * (Ψ - Φ) a j = 0 := by
        intro c
        have hH : (Matrix.single a c (1 : ℂ) + Matrix.single c a 1).IsHermitian := by
          rw [Matrix.IsHermitian, conjTranspose_add, Matrix.conjTranspose_single,
            Matrix.conjTranspose_single, star_one, add_comm]
        have h1 := (paw_eq_ultrasoft_iff hB hH).mp (h _ hH)
        rw [Matrix.mul_add, Matrix.add_mul] at h1
        have h2 := congrFun (congrFun h1 i) j
        rw [Matrix.add_apply, entry, entry] at h2
        exact h2
      by_contra h0
      have h0' : (1 - waveProj B Φ)ᴴ i a ≠ 0 := h0
      have ha : (Ψ - Φ) a j = 0 := by
        have h3 : (1 - waveProj B Φ)ᴴ i a * (Ψ - Φ) a j = 0 := by
          linear_combination (1 / 2 : ℂ) * key a
        exact (mul_eq_zero.mp h3).resolve_left h0'
      have h4 := key b
      rw [ha, mul_zero, add_zero] at h4
      exact (mul_ne_zero h0' hbj) h4
    exact (sub_eq_zero.mp (conjTranspose_eq_zero.mp hQ)).symm
  · intro h A hA
    rw [paw_eq_ultrasoft_iff hB hA]
    rcases h with h | h
    · rw [h, sub_self, conjTranspose_zero, Matrix.zero_mul, Matrix.zero_mul]
    · rw [h, sub_self, Matrix.mul_zero]
```

## (f) A two-dimensional example

**Task.** Take $B=\Phi=(1,0)^T$ and $\Psi=(a,b)^T$ with complex $a,b$. Show that
$$B^H\Phi=1\quad\text{and}\quad\bigl(T^HT=S\iff b=0\bigr).$$

**Solution.** Duality is immediate. Here $P=\mathrm{diag}(1,0)$, so $(1-P)^H\Delta=(0,b)^T$, and (c) gives the claim. Explicitly,
$$T^HT=\begin{pmatrix}|a|^2+|b|^2&\bar b\\ b&1\end{pmatrix},\qquad S=\begin{pmatrix}|a|^2+|b|^2&0\\0&1\end{pmatrix}.$$
If $\Psi$ is normalised, $S=1$, yet $T^HT\neq1$ whenever $b\neq0$: equal norms of the two partial waves do not remove the cross terms.

The common projector and smooth wave is `smoothWave`.

```lean
/-- The single smooth partial wave `(1, 0)` in a two-dimensional state space. -/
def smoothWave : Matrix (Fin 2) (Fin 1) ℂ := !![1; 0]
```

The proof applies (c), then evaluates $(1-P)^H$ and its product with $\Delta$ entry by entry.

```lean
/-- In two dimensions, with projector and smooth wave `(1, 0)` and all-electron wave `(a, b)`,
duality holds and the PAW and ultrasoft overlaps agree exactly when `b = 0`. -/
theorem paw_overlap_witness (a b : ℂ) :
    smoothWaveᴴ * smoothWave = 1 ∧
      ((pawMap smoothWave smoothWave !![a; b])ᴴ * pawMap smoothWave smoothWave !![a; b] =
        overlap smoothWave smoothWave !![a; b] ↔ b = 0) := by
  have hB : smoothWaveᴴ * smoothWave = 1 := by
    ext i j
    simp only [Matrix.mul_apply, Matrix.conjTranspose_apply, Fin.sum_univ_two]
    fin_cases i
    fin_cases j
    simp [smoothWave]
  refine ⟨hB, (paw_overlap_iff hB).trans ?_⟩
  have hP : (1 - waveProj smoothWave smoothWave)ᴴ = !![0, 0; 0, 1] := by
    ext i j
    simp only [waveProj, Matrix.conjTranspose_apply, Matrix.sub_apply, Matrix.mul_apply]
    fin_cases i <;> fin_cases j <;> simp [smoothWave]
  -- only the component outside the smooth wave survives
  have e : (1 - waveProj smoothWave smoothWave)ᴴ * (!![a; b] - smoothWave) = !![0; b] := by
    rw [hP]
    ext i j
    simp only [Matrix.mul_apply, Matrix.sub_apply, Fin.sum_univ_two]
    fin_cases i <;> fin_cases j <;> simp [smoothWave]
  rw [e]
  constructor
  · intro h
    simpa using congrFun (congrFun h 1) 0
  · intro h
    ext i j
    fin_cases i <;> fin_cases j <;> simp [h]

end

end UltrasoftPAW
```

```lean
#print axioms UltrasoftPAW.paw_eq_ultrasoft_iff
#print axioms UltrasoftPAW.paw_overlap_iff
#print axioms UltrasoftPAW.matrix_elements_eq
#print axioms UltrasoftPAW.all_observables_iff
```

```
'UltrasoftPAW.paw_eq_ultrasoft_iff' depends on axioms: [propext, Classical.choice, Quot.sound]
'UltrasoftPAW.paw_overlap_iff' depends on axioms: [propext, Classical.choice, Quot.sound]
'UltrasoftPAW.matrix_elements_eq' depends on axioms: [propext, Classical.choice, Quot.sound]
'UltrasoftPAW.all_observables_iff' depends on axioms: [propext, Classical.choice, Quot.sound]
```
